# Two functions orthonormal on a three-point grid with one negative quadrature weight

The theorem gives an explicit example of discrete orthonormality in which one quadrature weight is negative. On three grid points with weights 2, −3, 2, it takes two real functions, one with values 1, 1, 1 and the other with values −1/2, 0, 1/2, which is linear if the points are equally spaced. It states that the weighted sum of products is 1 for each function with itself and 0 for the two different functions. The attempt splits this into the four possible pairs of functions, and asks `norm_num` to expand each three-term sum and check the arithmetic.

The first attempt, which Lean rejects:

```lean
import Mathlib

open Finset

namespace NegativeWeightExample

variable {ι G : Type*} [Fintype ι] [DecidableEq ι] [Fintype G]

/-- The functions `Y a`, sampled on the grid points `g` with real weights `w g`, are
orthonormal under the quadrature sum. -/
def GridOrthonormal (w : G → ℝ) (Y : ι → G → ℝ) : Prop :=
  ∀ a b, ∑ g, w g * Y a g * Y b g = if a = b then 1 else 0

/-- With one point more than functions a weight can be negative: a constant and a linear
function are orthonormal on three points with weights `2, -3, 2`. -/
theorem negative_weight_example :
    GridOrthonormal (![2, -3, 2] : Fin 3 → ℝ) ![![1, 1, 1], ![-1 / 2, 0, 1 / 2]] := by
  intro a b
  fin_cases a <;> fin_cases b <;> norm_num [Fin.sum_univ_three]

end NegativeWeightExample
```

The error:

```
Main.lean:17:84: error: unsolved goals
case «0».«0»
⊢ -1 + ![2, -3, 2] 2 * ![1, 1, 1] 2 * ![1, 1, 1] 2 = 1

case «0».«1»
⊢ -1 + ![2, -3, 2] 2 * ![1, 1, 1] 2 * ![-(1 / 2), 0, 1 / 2] 2 = 0

case «1».«0»
⊢ -1 + ![2, -3, 2] 2 * ![-(1 / 2), 0, 1 / 2] 2 * ![1, 1, 1] 2 = 0

case «1».«1»
⊢ 1 / 2 + ![2, -3, 2] 2 * ![-(1 / 2), 0, 1 / 2] 2 * ![-(1 / 2), 0, 1 / 2] 2 = 1
```

The change, after which it compiles:

```diff
@@ -17,5 +17,5 @@
     GridOrthonormal (![2, -3, 2] : Fin 3 → ℝ) ![![1, 1, 1], ![-1 / 2, 0, 1 / 2]] := by
   intro a b
-  fin_cases a <;> fin_cases b <;> norm_num [Fin.sum_univ_three]
+  fin_cases a <;> fin_cases b <;> simp [Fin.sum_univ_three] <;> norm_num
 
 end NegativeWeightExample
```

The single error lists four unsolved goals, one for each pair of functions. In each, the terms at grid points 0 and 1 have been evaluated and combined into a number, but the term at point 2 still contains unevaluated vector entries such as `![2, -3, 2] 2`. The goals are true: the missing terms are 2, 1, 1 and 1/2, exactly what the four equations need.

The obstacle is reading off the entry at index 2. `simp` does this with a simplification procedure, `Matrix.cons_val`, but `norm_num` does not run such procedures, even though it uses `simp` lemmas. The lemmas available to it were enough for indices 0 and 1 only.

The repair therefore calls `simp [Fin.sum_univ_three]` first, which expands the sum and evaluates all the entries. The following `<;> norm_num` finishes the arithmetic in any goals that `simp` leaves open.
